# The spin current from a diffusive spin Hall film into a perfect sink is J0(1 − 1/cosh(t/l))

A charge current runs along a metal film, and the spin Hall effect drives a spin current across it. One face of the film is free, so no spin can leave there. The other face touches a perfect sink, a layer that takes up spin so fast that none accumulates at the contact. Spin piles up or is depleted near the free face, and the resulting gradient drives a diffusive backflow against the source. How much spin current reaches the absorber, and how does that depend on the film's thickness?

Let x be the depth, from the free face at x = 0 to the absorber at x = t. Write D(x) for the spin accumulation, in units in which its gradient is a spin current, and l for the spin diffusion length, over which spin relaxation makes an accumulation decay. J0 is the spin Hall source, taken as uniform across the film. In this one-dimensional, steady-state model the current entering the absorber is

J0(1 − 1/cosh(t/l)).

Within the same idealisation, the formula says how much spin a thin heavy-metal layer can deliver to a neighbouring magnet that acts as a perfect sink.

## The film as a boundary value problem

```lean
import Mathlib

open Set Filter Topology

namespace SpinHallFilm
```

In the theorems below, the assumptions stand before the final colon of the statement, the conclusion follows it, and the proof comes after `:=`. The type `ℝ → ℝ` is that of real functions of a real variable.

```lean
/-- The spin accumulation `D`, with gradient `G`, in a film `[0, t]` of thickness `t > 0` and
spin diffusion length `l > 0`: it obeys `D'' = D / l ^ 2`, has gradient `J0` at the free
surface `0`, and vanishes at the perfect sink `t`. -/
structure SpinAccumulation (t l J0 : ℝ) (D G : ℝ → ℝ) : Prop where
  thickness_pos : 0 < t
  length_pos : 0 < l
  gradient : ∀ x ∈ Icc 0 t, HasDerivWithinAt D (G x) (Icc 0 t) x
  diffusion : ∀ x ∈ Icc 0 t, HasDerivWithinAt G (D x / l ^ 2) (Icc 0 t) x
  free_surface : G 0 = J0
  sink : D t = 0
```

`SpinAccumulation t l J0 D G` is the statement that D and G solve the film problem. Its six fields say that t > 0 and l > 0, and that

D′ = G and G′ = D/l² on [0, t], G(0) = J0, D(t) = 0.

`Icc 0 t` is the closed interval [0, t], and `HasDerivWithinAt` takes the derivative from inside it, so the derivatives at the two faces are one-sided. Together the two equations say D″ = D/l², the balance between diffusion and spin relaxation. The condition at 0 means that source and backflow cancel at the free face. The condition at t is the perfect sink: the neighbour removes spin so fast that none accumulates at the contact.

```lean
/-- The spin current at depth `x`: the spin Hall source `J0` minus the gradient `G` of the
spin accumulation. -/
def spinCurrent (J0 : ℝ) (G : ℝ → ℝ) (x : ℝ) : ℝ := J0 - G x
```

The spin current at depth x is J0 − G(x), source minus backflow. It is counted as positive when it flows towards the sink, and it vanishes at x = 0.

```lean
/-- An explicit hyperbolic profile solves the spin diffusion problem for every thickness
`t > 0`, diffusion length `l > 0` and source `J0`. -/
theorem spinAccumulation_witness {t l : ℝ} (J0 : ℝ) (ht : 0 < t) (hl : 0 < l) :
    SpinAccumulation t l J0
      (fun x => -(J0 * l * Real.sinh ((t - x) / l) / Real.cosh (t / l)))
      (fun x => J0 * Real.cosh ((t - x) / l) / Real.cosh (t / l)) := by
  have hll : l * l⁻¹ = 1 := mul_inv_cancel₀ hl.ne'
  have hu : ∀ x : ℝ, HasDerivAt (fun x => (t - x) / l) (-1 / l) x := fun x =>
    ((hasDerivAt_id' x).const_sub t).div_const l
  have h1 : ∀ x : ℝ, HasDerivAt
      (fun x => -(J0 * l * Real.sinh ((t - x) / l) / Real.cosh (t / l)))
      (J0 * Real.cosh ((t - x) / l) / Real.cosh (t / l)) x := by
    intro x
    refine (((hu x).sinh.const_mul (J0 * l)).div_const
      (Real.cosh (t / l))).fun_neg.congr_deriv ?_
    linear_combination (J0 * Real.cosh ((t - x) / l) / Real.cosh (t / l)) * hll
  have h2 : ∀ x : ℝ, HasDerivAt
      (fun x => J0 * Real.cosh ((t - x) / l) / Real.cosh (t / l))
      (-(J0 * l * Real.sinh ((t - x) / l) / Real.cosh (t / l)) / l ^ 2) x := by
    intro x
    refine (((hu x).cosh.const_mul J0).div_const (Real.cosh (t / l))).congr_deriv ?_
    linear_combination (J0 * Real.sinh ((t - x) / l) / Real.cosh (t / l) / l) * hll
  refine ⟨ht, hl, fun x _ => (h1 x).hasDerivWithinAt,
    fun x _ => (h2 x).hasDerivWithinAt, ?_, ?_⟩
  · rw [sub_zero, mul_div_assoc, div_self (Real.cosh_pos _).ne', mul_one]
  · simp
```

This theorem gives a solution for every t > 0, l > 0 and real J0. With u = (t − x)/l, it is

D(x) = −J0 l sinh(u)/cosh(t/l), G(x) = J0 cosh(u)/cosh(t/l).

Since u′ = −1/l, differentiating D gives G, and differentiating G gives

−J0 sinh(u)/(l cosh(t/l)) = D(x)/l².

At x = 0 the two cosh factors cancel and G = J0; at x = t, sinh 0 = 0 gives D = 0. In the proof, `h1` and `h2` are the two derivatives, and `linear_combination` finishes the algebra using l · l⁻¹ = 1. For J0 > 0 the accumulation is negative inside the film, because the source carries spin away from the free face.

## A combination that stays constant across the film

```lean
/-- For every reference depth `a`, a hyperbolic combination of the accumulation and its
gradient has the same value at each depth `x` of the film as at the sink. -/
theorem first_integral {t l J0 : ℝ} {D G : ℝ → ℝ} (h : SpinAccumulation t l J0 D G)
    (a : ℝ) {x : ℝ} (hx : x ∈ Icc 0 t) :
    G x * Real.cosh ((x - a) / l) - D x * (Real.sinh ((x - a) / l) / l)
      = G t * Real.cosh ((t - a) / l) := by
  -- the diffusion equation makes the derivative of the combination vanish
  have hd : ∀ y ∈ Icc 0 t, HasDerivWithinAt
      (fun y => G y * Real.cosh ((y - a) / l) - D y * (Real.sinh ((y - a) / l) / l))
      0 (Icc 0 t) y := by
    intro y hy
    have hu : HasDerivAt (fun y => (y - a) / l) (1 / l) y :=
      ((hasDerivAt_id' y).sub_const a).div_const l
    have hc := hu.cosh.hasDerivWithinAt (s := Icc 0 t)
    have hs := (hu.sinh.div_const l).hasDerivWithinAt (s := Icc 0 t)
    refine (((h.diffusion y hy).fun_mul hc).fun_sub
      ((h.gradient y hy).fun_mul hs)).congr_deriv ?_
    ring
  have hc := constant_of_derivWithin_zero
    (fun y hy => (hd y hy).differentiableWithinAt)
    (fun y hy => (hd y (Ico_subset_Icc_self hy)).derivWithin
      (uniqueDiffOn_Icc h.thickness_pos y (Ico_subset_Icc_self hy)))
  have e : G x * Real.cosh ((x - a) / l) - D x * (Real.sinh ((x - a) / l) / l)
      = G t * Real.cosh ((t - a) / l) - D t * (Real.sinh ((t - a) / l) / l) :=
    (hc x hx).trans (hc t ⟨h.thickness_pos.le, le_rfl⟩).symm
  rw [e, h.sink]
  ring
```

Choose any reference depth a and form

F(x) = G(x) cosh((x − a)/l) − D(x) sinh((x − a)/l)/l.

The product rule, with G′ = D/l² and D′ = G, gives

F′ = (D/l²) cosh + (G/l) sinh − (G/l) sinh − (D/l²) cosh = 0,

where each hyperbolic function has the argument (x − a)/l. So F is constant across the film. At the sink D(t) = 0, which leaves F(x) = G(t) cosh((t − a)/l), the stated equation.

In Lean, `hd` is the calculation of F′, with `ring` performing the cancellation. `constant_of_derivWithin_zero` turns the zero derivative into constancy, and the last lines insert D(t) = 0.

```lean
/-- The spin current at every depth `x` of the film is
`J0 (1 - cosh ((t - x) / l) / cosh (t / l))`. -/
theorem spinCurrent_profile {t l J0 : ℝ} {D G : ℝ → ℝ} (h : SpinAccumulation t l J0 D G)
    {x : ℝ} (hx : x ∈ Icc 0 t) :
    spinCurrent J0 G x = J0 * (1 - Real.cosh ((t - x) / l) / Real.cosh (t / l)) := by
  -- compare the sink with the free surface, then with the depth `x`
  have e0 := first_integral h 0 (x := 0) ⟨le_rfl, h.thickness_pos.le⟩
  have ex := first_integral h x hx
  simp only [sub_zero, zero_div, Real.cosh_zero, Real.sinh_zero, mul_one, mul_zero,
    h.free_surface] at e0
  simp only [sub_self, zero_div, Real.cosh_zero, Real.sinh_zero, mul_one, mul_zero,
    sub_zero] at ex
  have hq : Real.cosh ((t - x) / l) / Real.cosh (t / l) * Real.cosh (t / l)
      = Real.cosh ((t - x) / l) := div_mul_cancel₀ _ (Real.cosh_pos _).ne'
  unfold spinCurrent
  rw [ex, e0]
  linear_combination G t * hq
```

Two choices of a now give the whole current profile. With a = 0 and the depth set to 0, the constant yields

J0 = G(t) cosh(t/l).

With a = x, evaluated at the same depth x, the sinh term vanishes and

G(x) = G(t) cosh((t − x)/l).

Eliminating G(t) gives

J0 − G(x) = J0(1 − cosh((t − x)/l)/cosh(t/l)).

These two equations are `e0` and `ex` in the proof, and `simp only` evaluates the hyperbolic functions at zero. The theorem applies to any solution of the film problem, not only to the explicit one above.

```lean
/-- The spin current entering the perfect sink is `J0 (1 - 1 / cosh (t / l))`. -/
theorem sink_current {t l J0 : ℝ} {D G : ℝ → ℝ} (h : SpinAccumulation t l J0 D G) :
    spinCurrent J0 G t = J0 * (1 - 1 / Real.cosh (t / l)) := by
  rw [spinCurrent_profile h ⟨h.thickness_pos.le, le_rfl⟩, sub_self, zero_div,
    Real.cosh_zero]
```

At x = t the numerator is cosh 0 = 1, and the sink current follows, for either sign of J0.

For a numerical instance, take t = l ln 3, about 1.1 diffusion lengths. Then

cosh(ln 3) = (3 + 1/3)/2 = 5/3,

and the sink receives J0(1 − 3/5) = 0.4 J0. Doubling the thickness gives cosh(ln 9) = (9 + 1/9)/2 = 41/9, and the current rises to (32/41) J0, about 0.78 J0.

## Thick films and the missing current

```lean
/-- The hyperbolic cosine is at least half the exponential. -/
theorem half_exp_le_cosh (u : ℝ) : Real.exp u / 2 ≤ Real.cosh u := by
  rw [Real.cosh_eq]
  linarith [Real.exp_pos (-u)]
```

Since cosh u = (exp(u) + exp(−u))/2 and exp(−u) is positive, dropping the second term gives cosh u ≥ exp(u)/2.

```lean
/-- For a source `J0 ≥ 0`, the sink current falls short of `J0` by at most
`2 J0 exp (-t / l)`. -/
theorem saturation_deficit {t l J0 : ℝ} {D G : ℝ → ℝ} (h : SpinAccumulation t l J0 D G)
    (hJ : 0 ≤ J0) : J0 - spinCurrent J0 G t ≤ 2 * J0 * Real.exp (-(t / l)) := by
  have h1 : 1 / Real.cosh (t / l) ≤ 2 * Real.exp (-(t / l)) := by
    rw [div_le_iff₀ (Real.cosh_pos _)]
    have h2 := mul_le_mul_of_nonneg_left (half_exp_le_cosh (t / l))
      (Real.exp_pos (-(t / l))).le
    have h3 : Real.exp (-(t / l)) * Real.exp (t / l) = 1 := by
      rw [← Real.exp_add, neg_add_cancel, Real.exp_zero]
    linarith
  rw [sink_current h]
  linarith [mul_le_mul_of_nonneg_left h1 hJ]
```

The current that fails to arrive is J0/cosh(t/l). The previous bound gives 1/cosh(t/l) ≤ 2 exp(−t/l), and multiplying by J0 ≥ 0 preserves the inequality:

J0 − (sink current) ≤ 2 J0 exp(−t/l).

In the proof, `h1` is the bound on 1/cosh, and `linarith` combines the inequalities. For t = l ln 3 the deficit is 0.6 J0, and the bound is (2/3) J0.

```lean
/-- Among films with the same diffusion length and the same source `J0 > 0`, the sink
current strictly increases with the thickness. -/
theorem sink_current_strictMono {l J0 : ℝ} {D G : ℝ → ℝ → ℝ} (hJ : 0 < J0)
    (h : ∀ t, 0 < t → SpinAccumulation t l J0 (D t) (G t)) :
    StrictMonoOn (fun t => spinCurrent J0 (G t) t) (Ioi 0) := by
  intro s hs t ht hst
  have hl := (h 1 one_pos).length_pos
  have hs' : 0 < s := hs
  have ht' : 0 < t := ht
  change spinCurrent J0 (G s) s < spinCurrent J0 (G t) t
  rw [sink_current (h s hs'), sink_current (h t ht')]
  have hc : Real.cosh (s / l) < Real.cosh (t / l) := by
    rw [Real.cosh_lt_cosh, abs_of_pos (div_pos hs' hl), abs_of_pos (div_pos ht' hl)]
    exact div_lt_div_of_pos_right hst hl
  have hi := one_div_lt_one_div_of_lt (Real.cosh_pos _) hc
  linarith [mul_lt_mul_of_pos_left hi hJ]
```

Here there is one film for each thickness. `D t` and `G t` are the functions belonging to the film of thickness t, and `spinCurrent J0 (G t) t` is the current at that film's own sink. The source J0 and the length l stay the same throughout the family. Physically, this means that the charge current density is held fixed, not the total current, and that neither l nor the strength of the spin Hall effect changes with thickness.

For 0 < s < t and J0 > 0, the argument is a chain: s/l < t/l, so cosh(s/l) < cosh(t/l), so 1/cosh(t/l) < 1/cosh(s/l), and the thicker film delivers more. `StrictMonoOn` on `Ioi 0` is this statement for all positive thicknesses. The steps `hc` and `hi` are the second and third links of the chain.

```lean
/-- As the thickness grows at fixed diffusion length and source, the sink current tends
to `J0`. -/
theorem sink_current_thick {l J0 : ℝ} {D G : ℝ → ℝ → ℝ}
    (h : ∀ t, 0 < t → SpinAccumulation t l J0 (D t) (G t)) :
    Tendsto (fun t => spinCurrent J0 (G t) t) atTop (𝓝 J0) := by
  have hl := (h 1 one_pos).length_pos
  have hc : Tendsto (fun t => Real.cosh (t / l)) atTop atTop :=
    tendsto_atTop_mono (fun t => half_exp_le_cosh (t / l))
      ((Real.tendsto_exp_atTop.comp (tendsto_id.atTop_div_const hl)).atTop_div_const two_pos)
  have lim : Tendsto (fun t => J0 * (1 - 1 / Real.cosh (t / l))) atTop (𝓝 J0) := by
    have h1 := (hc.inv_tendsto_atTop.const_sub 1).const_mul J0
    simpa [one_div] using h1
  refine lim.congr' ?_
  filter_upwards [eventually_gt_atTop 0] with t ht
  exact (sink_current (h t ht)).symm
```

`Tendsto ... atTop (𝓝 J0)` says that the sink current approaches J0 as t → ∞. The lower bound exp(t/l)/2 forces cosh(t/l) to infinity, so its reciprocal goes to zero. The proof takes this limit for the closed formula (`lim`) and then transfers it to the solutions, which agree with the formula as soon as t > 0. No sign of J0 is assumed.

## Thin films: a quadratic onset

```lean
/-- As the thickness `t` shrinks to zero at fixed diffusion length and source, the sink
current divided by `t ^ 2` tends to `J0 / (2 l ^ 2)`. -/
theorem sink_current_thin {l J0 : ℝ} {D G : ℝ → ℝ → ℝ}
    (h : ∀ t, 0 < t → SpinAccumulation t l J0 (D t) (G t)) :
    Tendsto (fun t => spinCurrent J0 (G t) t / t ^ 2) (𝓝[>] 0) (𝓝 (J0 / (2 * l ^ 2))) := by
  -- the slope of `sinh (t / (2 l))` at zero thickness
  have hd : HasDerivAt (fun t => Real.sinh (t / (2 * l))) (1 / (2 * l)) 0 :=
    ((hasDerivAt_id' (0 : ℝ)).div_const (2 * l)).sinh.congr_deriv (by simp)
  have hs := hd.tendsto_slope_zero.mono_left
    (nhdsWithin_mono 0 (fun t (ht : t ∈ Ioi (0 : ℝ)) => (mem_Ioi.1 ht).ne'))
  have hcosh : Tendsto (fun t => Real.cosh (t / l)) (𝓝[>] 0) (𝓝 1) := by
    have hc : Continuous (fun t : ℝ => Real.cosh (t / l)) :=
      Real.continuous_cosh.comp (continuous_id.div_const l)
    have h0 := (hc.tendsto 0).mono_left (nhdsWithin_le_nhds (s := Ioi 0))
    simpa using h0
  have lim := ((hs.pow 2).const_mul (2 * J0)).div hcosh one_ne_zero
  have e : 2 * J0 * (1 / (2 * l)) ^ 2 / 1 = J0 / (2 * l ^ 2) := by ring
  rw [e] at lim
  refine lim.congr' ?_
  filter_upwards [self_mem_nhdsWithin] with t ht
  -- half-angle identity: `cosh u - 1 = 2 sinh (u / 2) ^ 2`
  have hhalf : Real.cosh (t / l) = 2 * Real.sinh (t / (2 * l)) ^ 2 + 1 := by
    have e2 : t / l = 2 * (t / (2 * l)) := by ring
    rw [e2, Real.cosh_two_mul, Real.cosh_sq]
    ring
  have hC : Real.cosh (t / l) ≠ 0 := (Real.cosh_pos _).ne'
  have h1 : 1 - 1 / Real.cosh (t / l)
      = 2 * Real.sinh (t / (2 * l)) ^ 2 / Real.cosh (t / l) := by
    rw [eq_div_iff hC, sub_mul, one_div_mul_cancel hC]
    linarith
  rw [sink_current (h t ht), h1]
  simp only [Pi.div_apply, zero_add, zero_div, Real.sinh_zero, sub_zero, smul_eq_mul]
  ring

end SpinHallFilm
```

The filter `𝓝[>] 0` means that t approaches zero through positive values. The theorem says

(sink current)/t² → J0/(2l²),

so for J0 ≠ 0 the current starts quadratically in the thickness. By hand, the half-angle identity cosh u − 1 = 2 sinh²(u/2) with u = t/l gives

1 − 1/cosh(t/l) = 2 sinh²(t/(2l))/cosh(t/l).

Multiplying by J0 and dividing by t² leaves

2 J0 (sinh(t/(2l))/t)²/cosh(t/l).

As t → 0, the ratio in brackets tends to 1/(2l), the slope of sinh(t/(2l)) at zero, and the denominator tends to 1. The limit is 2 J0/(4l²) = J0/(2l²).

The proof contains the same ingredients: `hd` and `hs` supply the slope, `hcosh` the denominator, `hhalf` the identity, and `h1` the rewritten bracket. The theorem gives the leading coefficient but no error estimate at finite thickness. At t = l ln 3 the quadratic law would predict about 0.60 J0 instead of 0.4 J0, so that film is not thin in this sense.

```lean
#print axioms SpinHallFilm.sink_current
#print axioms SpinHallFilm.saturation_deficit
#print axioms SpinHallFilm.sink_current_thick
#print axioms SpinHallFilm.sink_current_thin
```

```
'SpinHallFilm.sink_current' depends on axioms: [propext, Classical.choice, Quot.sound]
'SpinHallFilm.saturation_deficit' depends on axioms: [propext, Classical.choice, Quot.sound]
'SpinHallFilm.sink_current_thick' depends on axioms: [propext, Classical.choice, Quot.sound]
'SpinHallFilm.sink_current_thin' depends on axioms: [propext, Classical.choice, Quot.sound]
```

## An absorber with finite conductance

A real contact may let spin through at a limited rate. The field `sink` could then be replaced by the condition

J0 − G(t) = g D(t),

with an interface conductance g > 0, an inverse length in the present units. Solving this altered problem by hand, separately from the Lean development, gives the current into the absorber as

J0(1 − 1/cosh(t/l)) · gl/(gl + tanh(t/l)).

The perfect sink is recovered as g → ∞. At finite g, a thick film delivers only J0 gl/(gl + 1), so the saturation value would change, while the leading thin-film term J0 t²/(2l²) would stay the same. The accumulation at the contact would no longer vanish, and the proof of `first_integral` would have to keep the term in D(t) that it now removes.
